# The integer directions shared by two independent lattice planes are the multiples of their reduced cross product

If the cross product $[2\ 0\ {-2}]$ of the plane indices $(1\ 1\ 1)$ and $(1\ {-1}\ 1)$ is taken as the basic lattice step along their common direction, every odd multiple of $[1\ 0\ {-1}]$ is lost, although these vectors lie in both planes too. Dividing the cross product by the greatest common divisor of its components recovers them, and for any two linearly independent index triples it gives all the integer directions that the planes share.

```lean
import Mathlib

open Matrix

namespace ZoneAxis

/-- The greatest common divisor of the three components of an integer vector. -/
def indexGcd (v : Fin 3 → ℤ) : ℤ :=
  (Int.gcd (v 0) (Int.gcd (v 1) (v 2) : ℤ) : ℤ)

/-- The zone axis of the planes `h` and `k`: their cross product divided by the
greatest common divisor of its components. -/
def zoneAxis (h k : Fin 3 → ℤ) : Fin 3 → ℤ :=
  fun i => (crossProduct h k) i / indexGcd (crossProduct h k)

/-- The greatest common divisor of the indices divides each index. -/
theorem indexGcd_dvd (v : Fin 3 → ℤ) (i : Fin 3) : indexGcd v ∣ v i := by
  have h0 : indexGcd v ∣ v 0 := Int.gcd_dvd_left ..
  have hd : indexGcd v ∣ (Int.gcd (v 1) (v 2) : ℤ) := Int.gcd_dvd_right ..
  have h1 : indexGcd v ∣ v 1 := hd.trans (Int.gcd_dvd_left ..)
  have h2 : indexGcd v ∣ v 2 := hd.trans (Int.gcd_dvd_right ..)
  fin_cases i
  exacts [h0, h1, h2]

/-- Some integer vector has scalar product with `v` equal to the greatest common
divisor of the components of `v`. -/
theorem exists_dot_eq_indexGcd (v : Fin 3 → ℤ) :
    ∃ a : Fin 3 → ℤ, v ⬝ᵥ a = indexGcd v := by
  obtain ⟨p, q, h1⟩ : ∃ p q : ℤ,
      indexGcd v = v 0 * p + (Int.gcd (v 1) (v 2) : ℤ) * q :=
    ⟨_, _, Int.gcd_eq_gcd_ab _ _⟩
  obtain ⟨r, s, h2⟩ : ∃ r s : ℤ,
      (Int.gcd (v 1) (v 2) : ℤ) = v 1 * r + v 2 * s :=
    ⟨_, _, Int.gcd_eq_gcd_ab _ _⟩
  refine ⟨![p, r * q, s * q], ?_⟩
  rw [h1, h2]
  simp [dotProduct, Fin.sum_univ_three]
  ring

/-- The double cross product expands as `(a × b) × c = (a·c) b - (b·c) a`. -/
theorem double_cross (a b c : Fin 3 → ℤ) :
    crossProduct (crossProduct a b) c = (a ⬝ᵥ c) • b - (b ⬝ᵥ c) • a := by
  ext i
  fin_cases i <;> simp [cross_apply, dotProduct, Fin.sum_univ_three] <;> ring

/-- Linearly independent plane indices have a non-zero cross product. -/
theorem cross_ne_zero {h k : Fin 3 → ℤ} (hk : LinearIndependent ℤ ![h, k]) :
    crossProduct h k ≠ 0 := by
  intro hc
  rw [LinearIndependent.pair_iff] at hk
  -- a vanishing cross product gives the relation (h·h) k - (k·h) h = 0
  have e := double_cross h k h
  rw [hc, map_zero, LinearMap.zero_apply] at e
  have e' : (-(k ⬝ᵥ h)) • h + (h ⬝ᵥ h) • k = 0 := by
    rw [e]
    module
  have h0 : h = 0 := dotProduct_self_eq_zero.mp (hk _ _ e').2
  have := (hk 1 0 (by simp [h0])).1
  exact one_ne_zero this

/-- The components of the cross product of independent planes have a non-zero
greatest common divisor. -/
theorem indexGcd_cross_ne_zero {h k : Fin 3 → ℤ}
    (hk : LinearIndependent ℤ ![h, k]) : indexGcd (crossProduct h k) ≠ 0 := by
  intro hg
  apply cross_ne_zero hk
  ext i
  have hd := indexGcd_dvd (crossProduct h k) i
  rw [hg] at hd
  exact zero_dvd_iff.mp hd

/-- The division in the zone axis is exact: multiplying the axis by the greatest
common divisor gives back the cross product. -/
theorem indexGcd_smul_zoneAxis (h k : Fin 3 → ℤ) :
    indexGcd (crossProduct h k) • zoneAxis h k = crossProduct h k := by
  ext i
  exact Int.mul_ediv_cancel' (indexGcd_dvd (crossProduct h k) i)

/-- For linearly independent planes `h` and `k`, the integer directions lying in both planes are
exactly the integer multiples of the zone axis. -/
theorem mem_both_planes_iff {h k : Fin 3 → ℤ}
    (hk : LinearIndependent ℤ ![h, k]) (u : Fin 3 → ℤ) :
    (h ⬝ᵥ u = 0 ∧ k ⬝ᵥ u = 0) ↔ ∃ n : ℤ, u = n • zoneAxis h k := by
  have hg := indexGcd_cross_ne_zero hk
  have hw := indexGcd_smul_zoneAxis h k
  constructor
  · rintro ⟨hu, ku⟩
    obtain ⟨a, ha⟩ := exists_dot_eq_indexGcd (crossProduct h k)
    -- u is parallel to h × k
    have par : crossProduct (crossProduct h k) u = 0 := by
      rw [double_cross, hu, ku]
      simp
    -- the Bézout vector a turns this into g u = (u·a) (h × k)
    have key := double_cross (crossProduct h k) u a
    rw [par, ha, map_zero, LinearMap.zero_apply] at key
    refine ⟨u ⬝ᵥ a, ?_⟩
    ext j
    apply mul_left_cancel₀ hg
    have kj := congrFun key j
    have wj := congrFun hw j
    simp only [Pi.zero_apply, Pi.sub_apply, Pi.smul_apply, smul_eq_mul] at kj wj ⊢
    linear_combination -kj - (u ⬝ᵥ a) * wj
  · rintro ⟨n, rfl⟩
    -- the axis inherits orthogonality from the cross product
    have h1 : h ⬝ᵥ zoneAxis h k = 0 := by
      apply mul_left_cancel₀ hg
      rw [← smul_eq_mul, ← dotProduct_smul, hw, dot_self_cross, mul_zero]
    have k1 : k ⬝ᵥ zoneAxis h k = 0 := by
      apply mul_left_cancel₀ hg
      rw [← smul_eq_mul, ← dotProduct_smul, hw, dot_cross_self, mul_zero]
    exact ⟨by rw [dotProduct_smul, h1, smul_zero],
      by rw [dotProduct_smul, k1, smul_zero]⟩

/-- The indices of the zone axis of two independent planes are coprime. -/
theorem indexGcd_zoneAxis {h k : Fin 3 → ℤ}
    (hk : LinearIndependent ℤ ![h, k]) : indexGcd (zoneAxis h k) = 1 := by
  obtain ⟨a, ha⟩ := exists_dot_eq_indexGcd (crossProduct h k)
  have h1 : zoneAxis h k ⬝ᵥ a = 1 := by
    apply mul_left_cancel₀ (indexGcd_cross_ne_zero hk)
    rw [← smul_eq_mul, ← smul_dotProduct, indexGcd_smul_zoneAxis, ha, mul_one]
  apply Int.eq_one_of_dvd_one (Int.natCast_nonneg _)
  rw [← h1]
  exact Finset.dvd_sum fun i _ => (indexGcd_dvd (zoneAxis h k) i).mul_right (a i)

/-- Zone law: for linearly independent `h` and `k`, an integer triple `l` has zero scalar product
with the zone axis of `h` and `k` exactly when some non-zero integer multiple of `l` is an integer
combination of `h` and `k`. -/
theorem zone_law {h k : Fin 3 → ℤ} (hk : LinearIndependent ℤ ![h, k])
    (l : Fin 3 → ℤ) :
    l ⬝ᵥ zoneAxis h k = 0 ↔
      ∃ m a b : ℤ, m ≠ 0 ∧ m • l = a • h + b • k := by
  constructor
  · intro hl
    have hc : l ⬝ᵥ crossProduct h k = 0 := by
      rw [← indexGcd_smul_zoneAxis h k, dotProduct_smul, hl, smul_zero]
    -- expansion of l in the three vectors h, k and c
    have expand : ∀ c : Fin 3 → ℤ, (c ⬝ᵥ crossProduct h k) • l =
        (l ⬝ᵥ crossProduct k c) • h + (l ⬝ᵥ crossProduct c h) • k
          + (l ⬝ᵥ crossProduct h k) • c := by
      intro c
      ext i
      fin_cases i <;> simp [cross_apply, dotProduct, Fin.sum_univ_three] <;> ring
    have e := expand (crossProduct h k)
    rw [hc, zero_smul, add_zero] at e
    exact ⟨_, _, _, fun h0 => cross_ne_zero hk (dotProduct_self_eq_zero.mp h0), e⟩
  · rintro ⟨m, a, b, hm, e⟩
    obtain ⟨h1, k1⟩ := (mem_both_planes_iff hk (zoneAxis h k)).mpr ⟨1, by simp⟩
    apply mul_left_cancel₀ hm
    rw [← smul_eq_mul, ← smul_dotProduct, e, add_dotProduct, smul_dotProduct,
      smul_dotProduct, h1, k1]
    simp

/-- The planes (1 1 1) and (1 -1 1) have cross product [2 0 -2] and zone axis
[1 0 -1]. -/
theorem zoneAxis_111_1m11 :
    crossProduct ![1, 1, 1] ![1, -1, 1] = (![2, 0, -2] : Fin 3 → ℤ) ∧
      zoneAxis ![1, 1, 1] ![1, -1, 1] = ![1, 0, -1] := by
  have hc : crossProduct ![1, 1, 1] ![1, -1, 1] = (![2, 0, -2] : Fin 3 → ℤ) := by
    ext i
    fin_cases i <;> simp [cross_apply]
  have hg : indexGcd ![2, 0, -2] = 2 := by
    change ((Int.gcd 2 ((Int.gcd 0 (-2) : ℕ) : ℤ) : ℕ) : ℤ) = 2
    norm_num
  refine ⟨hc, ?_⟩
  ext i
  unfold zoneAxis
  rw [hc, hg]
  fin_cases i <;> norm_num

end ZoneAxis
```

```lean
#print axioms ZoneAxis.mem_both_planes_iff
#print axioms ZoneAxis.indexGcd_zoneAxis
#print axioms ZoneAxis.zone_law
#print axioms ZoneAxis.zoneAxis_111_1m11
```

```
'ZoneAxis.mem_both_planes_iff' depends on axioms: [propext, Classical.choice, Quot.sound]
'ZoneAxis.indexGcd_zoneAxis' depends on axioms: [propext, Classical.choice, Quot.sound]
'ZoneAxis.zone_law' depends on axioms: [propext, Classical.choice, Quot.sound]
'ZoneAxis.zoneAxis_111_1m11' depends on axioms: [propext, Classical.choice, Quot.sound]
```

## Which directions lie in both planes

Let $h$ and $k$ be linearly independent integer triples. Write $w = h \times k$ for their cross product, $g$ for the greatest common divisor of the components of $w$, and $z = w/g$ for the zone axis. The main theorem, `mem_both_planes_iff`, says that for every integer triple $u$

$$h\cdot u = 0 \ \text{ and }\ k\cdot u = 0 \quad\Longleftrightarrow\quad u = n z \ \text{ for some integer } n .$$

Two further theorems describe $z$. By `indexGcd_zoneAxis` its components have greatest common divisor 1. By `zone_law`, an integer triple $l$ satisfies $l\cdot z = 0$ exactly when $m l = a h + b k$ for some integers $m, a, b$ with $m \neq 0$.

The factor $m$ in the zone law matters. For the two planes above, $l = (1\ 0\ 1)$ contains the axis $[1\ 0\ {-1}]$, and $2l = h + k$, but $l$ itself is not an integer combination of $h$ and $k$.

## Indices, bases and crystal systems

Both plane indices and directions have the type `Fin 3 → ℤ`, with components numbered 0, 1, 2. The physical difference between them lies in the bases. A direction $u$ stands for the vector $\sum_i u_i \mathbf a_i$ in the direct basis, and a plane $h$ for the normal $\sum_i h_i \mathbf b_i$ in the reciprocal basis. Since $\mathbf a_i \cdot \mathbf b_j = \delta_{ij}$, up to a factor $2\pi$ in some conventions, the scalar product of normal and direction is proportional to $h \cdot u = \sum_i h_i u_i$, written `h ⬝ᵥ u`. The condition $h\cdot u = 0$ therefore means that the direction is parallel to the plane, in a triclinic crystal as much as in a cubic one. No metric enters.

The hypothesis `LinearIndependent ℤ ![h, k]` says that the planes are not parallel and that neither triple is zero. The triples need not be reduced: $(2\ 0\ 0)$ is as acceptable as $(1\ 0\ 0)$. The function `indexGcd` returns a non-negative integer, so $z$ points the same way as $h \times k$, and exchanging the planes reverses it.

Integer triples exhaust the lattice vectors only when the basis is primitive. In a centred conventional cell there are also lattice vectors with fractional components, which the theorem does not count; in a face-centred cubic crystal, half of $[1\ 0\ {-1}]$ is already a lattice vector. For a perfect lattice in a primitive basis, $z$ gives the shortest repeat along the zone axis. An edge of a periodic simulation cell in that direction can be this vector or any positive whole multiple of it.

## One vector identity and a Bézout vector

The argument rests on the double cross product

$$(a\times b)\times c = (a\cdot c)\,b - (b\cdot c)\,a .$$

Its component 0 is

$$(a_2b_0 - a_0b_2)c_2 - (a_0b_1 - a_1b_0)c_1 = b_0(a_1c_1 + a_2c_2) - a_0(b_1c_1 + b_2c_2),$$

and adding and subtracting $a_0b_0c_0$ gives $(a\cdot c)b_0 - (b\cdot c)a_0$. The other components follow by cyclic permutation. In `double_cross`, `fin_cases` splits the claim into its three components and `ring` checks each one.

**The divisor is not zero.** Suppose $h\times k = 0$. The identity with $c = h$ gives $(h\cdot h)k - (k\cdot h)h = 0$. Independence forces $h\cdot h = 0$, a sum of squares, so $h = 0$. Then $1\cdot h + 0\cdot k = 0$ is a non-trivial relation, which contradicts independence. This is `cross_ne_zero`. If $g$ were zero, every component of $w$ would be divisible by zero and hence vanish, so $g \neq 0$ as well (`indexGcd_cross_ne_zero`). Since $g$ divides each component of $w$ (`indexGcd_dvd`), the integer division in `zoneAxis` leaves no remainder, and $g z = w$ (`indexGcd_smul_zoneAxis`).

**The divisor is a scalar product.** Let $d$ be the greatest common divisor of $w_1$ and $w_2$. Bézout's identity, used twice, gives integers with

$$g = w_0 p + d q, \qquad d = w_1 r + w_2 s .$$

The integer vector $a = (p, rq, sq)$ then satisfies $w\cdot a = g$. The lemma `exists_dot_eq_indexGcd` proves this for any integer vector.

**A common direction is a multiple of the axis.** Let $h\cdot u = k\cdot u = 0$. Then

$$w\times u = (h\cdot u)k - (k\cdot u)h = 0,$$

so $u$ is parallel to $w$; this is `par` in the proof. Applying the identity once more, now with the Bézout vector, gives

$$0 = (w\times u)\times a = (w\cdot a)u - (u\cdot a)w = g u - (u\cdot a)\, g z .$$

Cancelling $g$ leaves $u = (u\cdot a)z$, and the multiplier $n = u\cdot a$ is an integer because both vectors are. In Lean the equation is called `key`; `mul_left_cancel₀` performs the cancellation component by component, and `linear_combination` combines `key` with $g z = w$.

**Every multiple of the axis is a common direction.** A cross product is orthogonal to its factors, so $g(h\cdot z) = h\cdot w = 0$ and likewise $g(k\cdot z) = 0$. Cancelling $g$ gives $h\cdot z = k\cdot z = 0$, and multiplying $z$ by $n$ preserves both equations.

## Coprime indices and the zone law

The same Bézout vector shows that the axis is fully reduced. From $g(z\cdot a) = w\cdot a = g$ it follows that $z\cdot a = 1$. Any common divisor of the components of $z$ divides this sum, so it divides 1. The proof of `indexGcd_zoneAxis` applies this to the greatest common divisor, which is non-negative and therefore equal to 1.

For the zone law, let $l\cdot z = 0$, so that $l\cdot w = g(l\cdot z) = 0$. The double cross product gives

$$(w\cdot w)\,l = (w\times l)\times w, \qquad w\times l = (h\cdot l)k - (k\cdot l)h .$$

It also gives $k\times w = (k\cdot k)h - (h\cdot k)k$ and $h\times w = (h\cdot k)h - (h\cdot h)k$. Substituting these,

$$(w\cdot w)\,l = \big[(h\cdot l)(k\cdot k) - (k\cdot l)(h\cdot k)\big]h + \big[(k\cdot l)(h\cdot h) - (h\cdot l)(h\cdot k)\big]k .$$

All coefficients are integers, and $m = w\cdot w$ is non-zero because $w \neq 0$. Lean reaches the same relation through `expand`, a general expansion of $l$ in $h$, $k$ and a third vector $c$, checked by components and then used with $c = w$.

Conversely, if $m l = a h + b k$ with integer coefficients, then $m(l\cdot z) = a(h\cdot z) + b(k\cdot z) = 0$, and $m \neq 0$ gives $l\cdot z = 0$. The proof obtains the orthogonality of $z$ to $h$ and $k$ from the main theorem, with $u = z$ and $n = 1$.

The last theorem, `zoneAxis_111_1m11`, evaluates the opening example: the cross product is $[2\ 0\ {-2}]$, its divisor is 2, and the zone axis is $[1\ 0\ {-1}]$.
